# A lower bound on the order of a Fermi-operator expansion for a gapped spectrum

A zero-temperature density matrix can be approximated by a polynomial in the one-particle Hamiltonian; the order needed depends on the gap and on the accuracy wanted. Let the spectrum be scaled into $[-1,1]$ with the middle of the gap at $0$, and let $a$ be the half-gap on this scale. If the sign of the energy, which is one minus twice the occupation, must be reproduced to within $\varepsilon$ throughout $[-1,-a]$ and $[a,1]$, the result below gives an order under which no choice of coefficients can succeed. For small $a$ and $\varepsilon$ this lower bound behaves like $\ln(1/\varepsilon)/(2a)$. It is not claimed that this order is sufficient.

```lean
import Mathlib

open Polynomial

namespace FermiOperatorExpansion
```

## Accuracy outside the gap

Scale and shift the energies so that the spectrum lies in $[-1,1]$ and the middle of the gap, taken as the chemical potential, is $0$. The bands are modelled as the full intervals $[-1,-a]$ and $[a,1]$, with $0<a<1$. If the actual bands fill only part of these intervals and accuracy is asked only there, a lower order can suffice. A real polynomial $p$ (`ℝ[X]` in Lean) has error $\varepsilon$ if $|p(x)-\operatorname{sign}x|\le\varepsilon$ at every point of both bands, not only at the eigenvalues of one matrix. Nothing is required inside the gap.

```lean
/-- The polynomial `p` reproduces the sign function to accuracy `ε` at all energies
`x` with `a ≤ |x| ≤ 1`, that is, outside a gap of half-width `a`. -/
def ApproximatesSign (p : ℝ[X]) (a ε : ℝ) : Prop :=
  ∀ x : ℝ, a ≤ |x| → |x| ≤ 1 → |p.eval x - Real.sign x| ≤ ε
```

## From energy to squared energy

If $q(x)=\sum_i q_i x^i$ has degree at most $2n$, odd powers cancel:
$$q(x)+q(-x)=2\sum_{k=0}^{n}q_{2k}(x^2)^k=2\,r(x^2).$$
Lean proves the cancellation by induction, two coefficients at a time.

```lean
/-- The part of a polynomial of degree at most `2n` that is even in the energy is a
polynomial of degree at most `n` in the squared energy. -/
theorem even_part {q : ℝ[X]} {n : ℕ} (hq : q.natDegree ≤ 2 * n) :
    ∃ r : ℝ[X], r.natDegree ≤ n ∧
      ∀ x : ℝ, q.eval x + q.eval (-x) = 2 * r.eval (x ^ 2) := by
  refine ⟨∑ k ∈ Finset.range (n + 1), C (q.coeff (2 * k)) * X ^ k, ?_, fun x => ?_⟩
  · refine natDegree_sum_le_of_forall_le _ _ fun k hk => ?_
    have hk' := Finset.mem_range.mp hk
    exact (natDegree_C_mul_X_pow_le _ _).trans (by omega)
  · -- odd powers cancel in pairs
    have h : ∀ m : ℕ, ∑ i ∈ Finset.range (2 * m), q.coeff i * x ^ i
        + ∑ i ∈ Finset.range (2 * m), q.coeff i * (-x) ^ i
        = 2 * ∑ k ∈ Finset.range m, q.coeff (2 * k) * (x ^ 2) ^ k := by
      intro m
      induction m with
      | zero => simp
      | succ m ih =>
        have e : (-x) ^ (2 * m) = x ^ (2 * m) := by rw [pow_mul, pow_mul, neg_sq]
        rw [show 2 * (m + 1) = 2 * m + 1 + 1 by ring]
        simp only [Finset.sum_range_succ]
        rw [pow_succ (-x) (2 * m), e]
        linear_combination ih
    rw [eval_eq_sum_range' (show q.natDegree < 2 * (n + 1) by omega) x,
      eval_eq_sum_range' (show q.natDegree < 2 * (n + 1) by omega) (-x), h, Polynomial.eval_finsetSum]
    simp only [eval_mul, eval_C, eval_pow, eval_X]
```

## Alternating values control the origin

Take nodes $0<v_0<\dots<v_n$ and polynomials $r,T$ of degree at most $n$, with $|r(v_k)|\le\delta$ and $T(v_k)=(-1)^k$. Lagrange interpolation (`expand`) gives
$$f(0)=\sum_k f(v_k)\,\ell_k(0),\qquad \ell_k(0)=\prod_{j\ne k}\frac{v_j}{v_j-v_k}$$
for $f=r$ and $f=T$. Exactly $k$ factors are negative, so $|\ell_k(0)|=(-1)^k\ell_k(0)$ (`sgn`). Hence $|r(0)|\le\delta\sum_k T(v_k)\ell_k(0)=\delta\,T(0)$.

```lean
/-- Let `T` take the values `1, -1, 1, ...` at `n + 1` increasing positive nodes. A polynomial
bounded by `δ` at these nodes is bounded by `δ T(0)` at the origin, if both have degree
at most `n`. -/
theorem alternation_bound {n : ℕ} {v : ℕ → ℝ} (hpos : ∀ k ≤ n, 0 < v k)
    (hv : ∀ j k, j < k → k ≤ n → v j < v k) {r T : ℝ[X]}
    (hr : r.natDegree ≤ n) (hT : T.natDegree ≤ n) {δ : ℝ}
    (hδ : ∀ k ≤ n, |r.eval (v k)| ≤ δ) (hTv : ∀ k ≤ n, T.eval (v k) = (-1) ^ k) :
    |r.eval 0| ≤ δ * T.eval 0 := by
  have inj : Set.InjOn v (Finset.range (n + 1) : Set ℕ) := by
    intro i hi j hj h
    simp only [Finset.coe_range, Set.mem_Iio] at hi hj
    rcases lt_trichotomy i j with h1 | h1 | h1
    · exact absurd h (hv i j h1 (by omega)).ne
    · exact h1
    · exact absurd h (hv j i h1 (by omega)).ne'
  -- Lagrange interpolation, evaluated at the origin
  have expand : ∀ f : ℝ[X], f.natDegree ≤ n → f.eval 0 = ∑ k ∈ Finset.range (n + 1),
      f.eval (v k) * (Lagrange.basis (Finset.range (n + 1)) v k).eval 0 := by
    intro f hf
    have hd : f.degree < ((Finset.range (n + 1)).card : WithBot ℕ) := by
      rw [Finset.card_range]
      exact lt_of_le_of_lt (degree_le_of_natDegree_le hf)
        (by exact_mod_cast Nat.lt_succ_self n)
    have h := congrArg (eval 0) (Lagrange.eq_interpolate inj hd)
    rw [Lagrange.interpolate_apply, Polynomial.eval_finsetSum] at h
    simpa only [eval_mul, eval_C] using h
  -- the interpolation weights alternate in sign
  have sgn : ∀ k ≤ n,
      0 ≤ (-1) ^ k * (Lagrange.basis (Finset.range (n + 1)) v k).eval 0 := by
    intro k hk
    have hs : (-1 : ℝ) ^ k =
        ∏ j ∈ (Finset.range (n + 1)).erase k, (if j < k then (-1 : ℝ) else 1) := by
      have hf : ((Finset.range (n + 1)).erase k).filter (· < k) = Finset.range k := by
        ext j
        simp only [Finset.mem_filter, Finset.mem_erase, Finset.mem_range]
        omega
      rw [Finset.prod_ite, hf]
      simp
    rw [hs, Lagrange.basis, eval_prod, ← Finset.prod_mul_distrib]
    refine Finset.prod_nonneg fun j hj => ?_
    simp only [Finset.mem_erase, Finset.mem_range] at hj
    have hj0 := hpos j (by omega)
    simp only [Lagrange.basisDivisor, eval_mul, eval_C, eval_sub, eval_X]
    split_ifs with h
    · have h1 : 0 < (v k - v j)⁻¹ := inv_pos.mpr (by linarith [hv j k h hk])
      nlinarith [mul_pos h1 hj0]
    · have h1 : (v k - v j)⁻¹ < 0 :=
        inv_lt_zero.mpr (by linarith [hv k j (by omega) (by omega)])
      nlinarith [mul_neg_of_neg_of_pos h1 hj0]
  rw [expand r hr, expand T hT, Finset.mul_sum]
  refine (Finset.abs_sum_le_sum_abs _ _).trans (Finset.sum_le_sum fun k hk => ?_)
  have hk' : k ≤ n := by have := Finset.mem_range.mp hk; omega
  have hB : |(Lagrange.basis (Finset.range (n + 1)) v k).eval 0|
      = (-1) ^ k * (Lagrange.basis (Finset.range (n + 1)) v k).eval 0 := by
    rw [← abs_of_nonneg (sgn k hk'), abs_mul, abs_pow, abs_neg, abs_one, one_pow, one_mul]
  rw [abs_mul, hTv k hk', hB]
  exact mul_le_mul_of_nonneg_right (hδ k hk') (sgn k hk')
```

Let $T_n$ be the Chebyshev polynomial, $T_n(\cos t)=\cos nt$. On $[a^2,1]$ choose
$$v_k=\tfrac{1+a^2}{2}-\tfrac{1-a^2}{2}\cos\tfrac{k\pi}{n},\qquad T(y)=T_n\!\left(\tfrac{1+a^2-2y}{1-a^2}\right),$$
with the single node $v_0=a^2$ when $n=0$. At $v_k$ the argument is $\cos(k\pi/n)$, so $T(v_k)=\cos k\pi=(-1)^k$. At $y=0$ it is $(1+a^2)/(1-a^2)$.

```lean
/-- For `0 < a < 1`, a polynomial of degree at most `n` in the squared energy that is bounded
by `δ` on `[a², 1]` is bounded at midgap by `δ` times a Chebyshev value. -/
theorem midgap_bound {a δ : ℝ} (ha : 0 < a) (ha1 : a < 1) {n : ℕ} {r : ℝ[X]}
    (hr : r.natDegree ≤ n) (hδ : ∀ y, a ^ 2 ≤ y → y ≤ 1 → |r.eval y| ≤ δ) :
    |r.eval 0| ≤ δ * (Chebyshev.T ℝ n).eval ((1 + a ^ 2) / (1 - a ^ 2)) := by
  have hb : 0 < 1 - a ^ 2 := by nlinarith
  have lo : ∀ t : ℝ, a ^ 2 ≤ (1 + a ^ 2) / 2 - (1 - a ^ 2) / 2 * Real.cos t := fun t => by
    nlinarith [mul_nonneg hb.le (sub_nonneg.2 (Real.cos_le_one t))]
  have hi : ∀ t : ℝ, (1 + a ^ 2) / 2 - (1 - a ^ 2) / 2 * Real.cos t ≤ 1 := fun t => by
    nlinarith [mul_nonneg hb.le (neg_le_iff_add_nonneg.1 (Real.neg_one_le_cos t))]
  -- Chebyshev nodes and polynomial, transplanted to the interval `[a², 1]`
  have key := alternation_bound (n := n) (r := r) (δ := δ)
    (v := fun k => (1 + a ^ 2) / 2 - (1 - a ^ 2) / 2 * Real.cos (k * Real.pi / n))
    (T := (Chebyshev.T ℝ n).comp (C ((1 + a ^ 2) / (1 - a ^ 2)) - C (2 / (1 - a ^ 2)) * X))
    (fun k _ => lt_of_lt_of_le (pow_pos ha 2) (lo _)) ?_ hr ?_
    (fun k _ => hδ _ (lo _) (hi _)) ?_
  · simpa only [eval_comp, eval_sub, eval_mul, eval_C, eval_X, mul_zero, sub_zero] using key
  · intro j k hjk hk
    have hn : (0 : ℝ) < n := by exact_mod_cast (by omega : 0 < n)
    have hkn : (k : ℝ) ≤ n := by exact_mod_cast hk
    have hjk' : (j : ℝ) < k := by exact_mod_cast hjk
    have hc : Real.cos (k * Real.pi / n) < Real.cos (j * Real.pi / n) := by
      refine Real.cos_lt_cos_of_nonneg_of_le_pi (by positivity) ?_
        (div_lt_div_of_pos_right (mul_lt_mul_of_pos_right hjk' Real.pi_pos) hn)
      rw [div_le_iff₀ hn]
      linarith [mul_le_mul_of_nonneg_right hkn Real.pi_pos.le]
    nlinarith [mul_pos hb (sub_pos.2 hc)]
  · have h1 : (C ((1 + a ^ 2) / (1 - a ^ 2)) - C (2 / (1 - a ^ 2)) * X : ℝ[X]).natDegree ≤ 1 := by
      compute_degree
    have h2 : (Chebyshev.T ℝ n).natDegree ≤ n := by simp [Chebyshev.natDegree_T]
    exact natDegree_comp_le.trans ((Nat.mul_le_mul h2 h1).trans (by omega))
  · intro k hk
    have harg : (1 + a ^ 2) / (1 - a ^ 2) - 2 / (1 - a ^ 2) *
        ((1 + a ^ 2) / 2 - (1 - a ^ 2) / 2 * Real.cos (k * Real.pi / n))
        = Real.cos (k * Real.pi / n) := by
      have hi : (1 - a ^ 2) * (1 - a ^ 2)⁻¹ = 1 := mul_inv_cancel₀ hb.ne'
      simp only [div_eq_mul_inv _ (1 - a ^ 2)]
      linear_combination Real.cos (k * Real.pi / n) * hi
    have hang : (n : ℝ) * (k * Real.pi / n) = k * Real.pi := by
      rcases Nat.eq_zero_or_pos n with h | h
      · have hk0 : k = 0 := by omega
        simp [hk0]
      · have hn : (n : ℝ) ≠ 0 := by exact_mod_cast h.ne'
        exact mul_div_cancel₀ _ hn
    simp only [eval_comp, eval_sub, eval_mul, eval_C, eval_X]
    rw [harg, Chebyshev.T_real_cos, Int.cast_natCast, hang, Real.cos_nat_mul_pi]
```

If $wu=1$ and $z=(w+u)/2$, then $T_n(z)=(w^n+u^n)/2$. This holds for $n=0,1$, and the recurrence $T_{n+2}=2zT_{n+1}-T_n$ preserves it, because
$$(w+u)(w^{n+1}+u^{n+1})=w^{n+2}+u^{n+2}+w^n+u^n.$$

```lean
/-- If `w u = 1`, the Chebyshev polynomial of order `n` takes the value `(wⁿ + uⁿ)/2`
at `(w + u)/2`. -/
theorem chebyshev_value {w u : ℝ} (h : w * u = 1) (n : ℕ) :
    (Chebyshev.T ℝ n).eval ((w + u) / 2) = (w ^ n + u ^ n) / 2 := by
  induction n using Nat.twoStepInduction with
  | zero => norm_num
  | one => norm_num
  | more n h0 h1 =>
    push_cast at h1 ⊢
    rw [Chebyshev.T_add_two]
    simp only [eval_sub, eval_mul, eval_X, eval_ofNat]
    rw [h1, h0]
    linear_combination (w ^ n + u ^ n) / 2 * h
```

## The accuracy limit

Let $p$ have degree at most $n$ and error $\varepsilon$, and let $g(x)=(p(x)-p(-x))/2$. For $x\in[a,1]$, averaging the two error bounds gives $g(x)=1+e$ with $|e|\le\varepsilon$. The even polynomial $1-g^2$ has degree at most $2n$, so it equals $r(x^2)$ with $r(0)=1$. On the bands
$$|1-g^2|=|2e+e^2|\le2\varepsilon+\varepsilon^2.$$
Lean sets $x=\sqrt y$ and applies `midgap_bound`.

```lean
/-- Chebyshev form of the accuracy limit: for `0 < a < 1`, a polynomial of degree at most `n`
with error `ε` outside the gap satisfies `1 ≤ (2ε + ε²) Tₙ((1 + a²)/(1 - a²))`. -/
theorem chebyshev_accuracy_limit {a ε : ℝ} (ha : 0 < a) (ha1 : a < 1) {n : ℕ} {p : ℝ[X]}
    (hp : p.natDegree ≤ n) (h : ApproximatesSign p a ε) :
    1 ≤ (2 * ε + ε ^ 2) * (Chebyshev.T ℝ n).eval ((1 + a ^ 2) / (1 - a ^ 2)) := by
  -- one minus the square of the odd part of `p`
  obtain ⟨Q, hQ, hQe⟩ : ∃ Q : ℝ[X], Q.natDegree ≤ 2 * n ∧
      ∀ x, Q.eval x = 1 - ((p.eval x - p.eval (-x)) / 2) ^ 2 := by
    refine ⟨1 - (C (1 / 2) * (p - p.comp (-X))) ^ 2, ?_, fun x => ?_⟩
    · have hc : (p.comp (-X)).natDegree ≤ n := by
        refine natDegree_comp_le.trans ?_
        rw [natDegree_neg, natDegree_X, mul_one]
        exact hp
      have hG := (natDegree_C_mul_le (1 / 2 : ℝ) (p - p.comp (-X))).trans
        ((natDegree_sub_le _ _).trans (max_le hp hc))
      exact (natDegree_sub_le _ _).trans
        (max_le (by simp) (natDegree_pow_le.trans (Nat.mul_le_mul_left 2 hG)))
    · simp only [eval_sub, eval_one, eval_pow, eval_mul, eval_C, eval_comp, eval_neg, eval_X]
      ring
  obtain ⟨r, hr, hre⟩ := even_part hQ
  have hrx : ∀ x, r.eval (x ^ 2) = 1 - ((p.eval x - p.eval (-x)) / 2) ^ 2 := by
    intro x
    have hx := hre x
    rw [hQe, hQe, neg_neg] at hx
    linear_combination (-1 / 2) * hx
  have h0 : r.eval 0 = 1 := by simpa using hrx 0
  have key := midgap_bound (δ := 2 * ε + ε ^ 2) ha ha1 hr ?_
  · rwa [h0, abs_one] at key
  · intro y hy hy1
    have hax : a ≤ √y := Real.le_sqrt_of_sq_le hy
    have hx1 : √y ≤ 1 := Real.sqrt_le_one.mpr hy1
    have hx0 : 0 < √y := lt_of_lt_of_le ha hax
    have h1 := h (√y) (by rwa [abs_of_pos hx0]) (by rwa [abs_of_pos hx0])
    have h2 := h (-√y) (by rwa [abs_neg, abs_of_pos hx0]) (by rwa [abs_neg, abs_of_pos hx0])
    rw [Real.sign_of_pos hx0, abs_le] at h1
    rw [Real.sign_of_neg (neg_lt_zero.2 hx0), abs_le] at h2
    have hy2 := hrx (√y)
    rw [Real.sq_sqrt ((sq_nonneg a).trans hy)] at hy2
    obtain ⟨e, he⟩ : ∃ e, (p.eval (√y) - p.eval (-√y)) / 2 = 1 + e :=
      ⟨(p.eval (√y) - p.eval (-√y)) / 2 - 1, by ring⟩
    have hl : -ε ≤ e := by linarith [h1.1, h2.2]
    have hu : e ≤ ε := by linarith [h1.2, h2.1]
    have hs : e ^ 2 ≤ ε ^ 2 := sq_le_sq' hl hu
    rw [hy2, he, abs_le]
    constructor <;> nlinarith [sq_nonneg e, sq_nonneg ε]
```

Put $w=(1+a)/(1-a)$ and $u=1/w$. Then $(w+u)/2=(1+a^2)/(1-a^2)$, and $u\le w$ gives $T_n\le w^n$ there. So $1\le(2\varepsilon+\varepsilon^2)w^n$, and multiplying by $u^n$ yields
$$\left(\frac{1-a}{1+a}\right)^n\le2\varepsilon+\varepsilon^2.$$

For $a=0.1$ and $\varepsilon=10^{-6}$, this requires $n\ge13.12/0.2007\approx65.4$, hence order at least 66.

Accuracy on one band alone would not suffice: $p=1$ has zero error on $[a,1]$, yet the inequality fails for $\varepsilon=0$. Some condition on the occupied band is needed.

```lean
/-- Accuracy limit of the Fermi-operator expansion: for `0 < a < 1`, a polynomial of degree at
most `n` with error `ε` outside the gap satisfies `((1 - a)/(1 + a))ⁿ ≤ 2ε + ε²`. -/
theorem accuracy_limit {a ε : ℝ} (ha : 0 < a) (ha1 : a < 1) {n : ℕ} {p : ℝ[X]}
    (hp : p.natDegree ≤ n) (h : ApproximatesSign p a ε) :
    ((1 - a) / (1 + a)) ^ n ≤ 2 * ε + ε ^ 2 := by
  have hm : 0 < 1 - a := by linarith
  have hq : 0 < 1 + a := by linarith
  have hε : 0 ≤ ε := (abs_nonneg _).trans (h 1 (by rw [abs_one]; exact ha1.le) (by rw [abs_one]))
  have hwu : (1 + a) / (1 - a) * ((1 - a) / (1 + a)) = 1 := by
    rw [div_mul_div_comm, mul_comm (1 + a), div_self (mul_pos hm hq).ne']
  have harg : (1 + a ^ 2) / (1 - a ^ 2) = ((1 + a) / (1 - a) + (1 - a) / (1 + a)) / 2 := by
    have hb : 1 - a ^ 2 ≠ 0 := by nlinarith
    rw [div_add_div _ _ hm.ne' hq.ne', div_div, div_eq_div_iff hb (by positivity)]
    ring
  have key := chebyshev_accuracy_limit ha ha1 hp h
  rw [harg, chebyshev_value hwu] at key
  have hu0 : 0 < (1 - a) / (1 + a) := div_pos hm hq
  have hle : (1 - a) / (1 + a) ≤ (1 + a) / (1 - a) := by
    rw [div_le_div_iff₀ hq hm]
    nlinarith
  have hpow := pow_le_pow_left₀ hu0.le hle n
  have hprod : ((1 + a) / (1 - a)) ^ n * ((1 - a) / (1 + a)) ^ n = 1 := by
    rw [← mul_pow, hwu, one_pow]
  have hδ : 0 ≤ 2 * ε + ε ^ 2 := by positivity
  -- the decaying Chebyshev branch is at most the growing one
  have h1 : 1 ≤ (2 * ε + ε ^ 2) * ((1 + a) / (1 - a)) ^ n :=
    key.trans (mul_le_mul_of_nonneg_left (by linarith) hδ)
  calc ((1 - a) / (1 + a)) ^ n = 1 * ((1 - a) / (1 + a)) ^ n := (one_mul _).symm
    _ ≤ (2 * ε + ε ^ 2) * ((1 + a) / (1 - a)) ^ n * ((1 - a) / (1 + a)) ^ n :=
        mul_le_mul_of_nonneg_right h1 (pow_pos hu0 n).le
    _ = 2 * ε + ε ^ 2 := by rw [mul_assoc, hprod, mul_one]
```

## The logarithmic order bound

Write $\varepsilon=e^{-L}$. If $L\le0$, the bound below is trivial, its left side being nonpositive. If $L\ge0$, then $2\varepsilon+\varepsilon^2\le3\varepsilon$, and $w=1+2a/(1-a)\le e^{2a/(1-a)}$. Therefore $1\le3e^{-L}e^{2an/(1-a)}$, and taking logarithms gives
$$\frac{1-a}{2a}(L-\ln3)\le n.$$
The bound concerns polynomial degree, not the number of matrix multiplications.

```lean
/-- For `0 < a < 1`, accuracy `exp(-L)` outside the gap requires an expansion order of at
least `(1 - a)/(2a) · (L - ln 3)`. -/
theorem order_lower_bound {a L : ℝ} (ha : 0 < a) (ha1 : a < 1) {n : ℕ} {p : ℝ[X]}
    (hp : p.natDegree ≤ n) (h : ApproximatesSign p a (Real.exp (-L))) :
    (1 - a) / (2 * a) * (L - Real.log 3) ≤ n := by
  have hm : 0 < 1 - a := by linarith
  have hq : 0 < 1 + a := by linarith
  have hlog : 0 < Real.log 3 := Real.log_pos (by norm_num)
  rcases le_total L 0 with hL | hL
  · exact (mul_nonpos_of_nonneg_of_nonpos (by positivity) (by linarith)).trans (Nat.cast_nonneg n)
  have hE : Real.exp (-L) ≤ 1 := Real.exp_le_one_iff.mpr (by linarith)
  have h3 : ((1 - a) / (1 + a)) ^ n ≤ 3 * Real.exp (-L) := by
    nlinarith [accuracy_limit ha ha1 hp h, Real.exp_pos (-L)]
  have hw : (1 + a) / (1 - a) ≤ Real.exp (2 * a / (1 - a)) := by
    have e : 2 * a / (1 - a) + 1 = (1 + a) / (1 - a) := by
      rw [div_add_one hm.ne']
      congr 1
      ring
    rw [← e]
    exact Real.add_one_le_exp _
  have hexp : Real.exp 0 ≤ Real.exp (Real.log 3 + -L + n * (2 * a / (1 - a))) := by
    rw [Real.exp_zero, Real.exp_add, Real.exp_add, Real.exp_log (by norm_num), Real.exp_nat_mul]
    calc (1 : ℝ) = ((1 - a) / (1 + a)) ^ n * ((1 + a) / (1 - a)) ^ n := by
          rw [← mul_pow, div_mul_div_comm, mul_comm (1 + a), div_self (mul_pos hm hq).ne', one_pow]
      _ ≤ 3 * Real.exp (-L) * Real.exp (2 * a / (1 - a)) ^ n :=
          mul_le_mul h3 (pow_le_pow_left₀ (by positivity) hw n) (by positivity) (by positivity)
  have hlin := Real.exp_le_exp.mp hexp
  have hfin : L - Real.log 3 ≤ n * (2 * a) / (1 - a) := by
    rw [mul_div_assoc]
    linarith
  rw [le_div_iff₀ hm] at hfin
  rw [div_mul_eq_mul_div, div_le_iff₀ (by positivity)]
  linarith
```

## Zero-temperature occupations

Let $f$ approximate occupation $1$ on the lower band and $0$ on the upper, each within $\eta$. Then $1-2f$ approximates the sign within $2\eta$, and substituting $\varepsilon=2\eta$ gives the limit $4\eta(1+\eta)$. The target is a step; a thermally smeared occupation is a different target.

```lean
/-- Let `0 < a < 1`. If a polynomial of degree at most `n` gives occupation one on `[-1, -a]`
and zero on `[a, 1]`, each to accuracy `η`, then `((1 - a)/(1 + a))ⁿ ≤ 4η(1 + η)`. -/
theorem occupation_accuracy_limit {a η : ℝ} (ha : 0 < a) (ha1 : a < 1) {n : ℕ} {f : ℝ[X]}
    (hf : f.natDegree ≤ n) (hocc : ∀ x, -1 ≤ x → x ≤ -a → |f.eval x - 1| ≤ η)
    (hemp : ∀ x, a ≤ x → x ≤ 1 → |f.eval x| ≤ η) :
    ((1 - a) / (1 + a)) ^ n ≤ 4 * η * (1 + η) := by
  -- the sign function is one minus twice the occupation
  have hd : (1 - C 2 * f : ℝ[X]).natDegree ≤ n :=
    (natDegree_sub_le _ _).trans (max_le (by simp) ((natDegree_C_mul_le _ _).trans hf))
  have hs : ApproximatesSign (1 - C 2 * f) a (2 * η) := by
    intro x hx hx1
    simp only [eval_sub, eval_one, eval_mul, eval_C]
    rcases le_total 0 x with h | h
    · rw [abs_of_nonneg h] at hx hx1
      have h1 := abs_le.mp (hemp x hx hx1)
      rw [Real.sign_of_pos (by linarith), abs_le]
      constructor <;> linarith [h1.1, h1.2]
    · rw [abs_of_nonpos h] at hx hx1
      have h1 := abs_le.mp (hocc x (by linarith) (by linarith))
      rw [Real.sign_of_neg (by linarith), abs_le]
      constructor <;> linarith [h1.1, h1.2]
  linarith [accuracy_limit ha ha1 hd hs]
```

## A linear approximation

On $[a,1]$, $2x/(1+a)-1$ runs from $-(1-a)/(1+a)$ to $(1-a)/(1+a)$; the other band follows because $2x/(1+a)$ is odd. The polynomial $2x/(1+a)$ therefore satisfies the accuracy condition with $\varepsilon=(1-a)/(1+a)$. For $a=1/2$ the error is $1/3$, and the limit at $n=1$ reads $1/3\le7/9$.

```lean
/-- For `a > 0`, the linear polynomial `2x/(1 + a)` reproduces the sign function outside the
gap to accuracy `(1 - a)/(1 + a)`. -/
theorem approximatesSign_witness {a : ℝ} (ha : 0 < a) :
    ApproximatesSign (C (2 / (1 + a)) * X) a ((1 - a) / (1 + a)) := by
  intro x hx hx1
  have hq : 0 < 1 + a := by linarith
  have ht0 : 0 < 2 / (1 + a) := by positivity
  have ht : 2 / (1 + a) * (1 + a) = 2 := div_mul_cancel₀ _ hq.ne'
  have he : (1 - a) / (1 + a) = 2 / (1 + a) - 1 := by
    rw [div_eq_iff hq.ne']
    linear_combination -ht
  simp only [eval_mul, eval_C, eval_X]
  rw [he]
  generalize 2 / (1 + a) = t at ht0 ht
  have h1 := mul_nonneg ht0.le (sub_nonneg.2 hx)
  have h2 := mul_nonneg ht0.le (sub_nonneg.2 hx1)
  rcases le_total 0 x with h | h
  · rw [abs_of_nonneg h] at hx h1 h2
    rw [Real.sign_of_pos (by linarith), abs_le]
    constructor <;> linarith
  · rw [abs_of_nonpos h] at hx h1 h2
    rw [Real.sign_of_neg (by linarith), abs_le]
    constructor <;> linarith

end FermiOperatorExpansion
```

```lean
#print axioms FermiOperatorExpansion.order_lower_bound
-- 'FermiOperatorExpansion.order_lower_bound' depends on axioms: [propext, Classical.choice, Quot.sound]
#print axioms FermiOperatorExpansion.occupation_accuracy_limit
-- 'FermiOperatorExpansion.occupation_accuracy_limit' depends on axioms: [propext, Classical.choice, Quot.sound]
```
